# Strain derivative of a normalized PAW projector form factor at zero strain

## Deformed cell, wavevectors and form factor

Let A be a real n×n matrix and t a real parameter. A homogeneous deformation takes each point r of the crystal to

(1 + tA) r.

Here 1 is the identity matrix, Aᵀ is the transpose of A, tr A its trace, and a dot between vectors is the ordinary dot product. Zero strain is t = 0.

A wavevector q of the undeformed crystal becomes

q(t) = ((1 + tA)ᵀ)⁻¹ q,

which keeps the phase q·r of every material point unchanged. The cell volume Ω is multiplied by det(1 + tA), so the prefactor Ω^(-1/2) of a normalized plane wave is multiplied by

N(t) = det(1 + tA)^(-1/2).

A PAW projector β is attached to its atom and keeps its shape and orientation under the deformation. Its Fourier transform, taken as F(q) = ∫ β(r)* exp(iq·r) dr with r measured from the atom and * for complex conjugation, is therefore a fixed function, evaluated at a moving wavevector. With the constant Ω^(-1/2) of the undeformed cell left out, the normalized form factor is

Φ(t) = N(t) F(q(t)).

The phase exp(iq·R) of an atom at R does not change when the atom moves with the deformation. It belongs with the plane-wave coefficients and not in F.

## The derivative and its hypotheses

If F is differentiable at q, then

Φ'(0) = -(1/2) tr(A) F(q) - DF(q)(Aᵀq),

where DF(q)(v) is the derivative of F at q in the direction v. For symmetric A the last argument is Aq. The first term comes from the change of volume, the second from the motion of the wavevector.

In Lean, vectors are functions `ι → ℝ` on a finite index type `ι`, so the dimension is arbitrary. `strainedWavevector`, `cellNormalization` and `strainedFormFactor` are q(t), N(t) and Φ(t). The values of F lie in a real normed space `E`, which covers real and complex form factors. `fderiv ℝ F q v` is DF(q)(v), and `HasDerivAt g g' 0` says that g is differentiable at 0 with derivative g'.

The general formula is `hasDerivAt_strainedFormFactor`. The theorem `symmetric_strain` specializes it to real F, three dimensions and symmetric A, and also writes Φ(t) out with (1 + tA)⁻¹. The definitions have their physical meaning where det(1 + tA) > 0, which holds near t = 0.

Two further theorems treat a radial form factor and a nonlocal energy. The energy is built from a finite set G of wavevectors, coefficients c_q and a Hermitian coupling matrix D. Both c_q and D are held fixed, an assumption about the model: in a self-consistent PAW calculation D also responds to strain. Since all projectors share the same c_q, the energy theorem describes the projectors of one atom, with its phases and the constant Ω^(-1/2) of the undeformed cell included in c_q; contributions of several atoms are added. The result is the derivative of this model energy along A for one wavefunction. A full PAW stress also sums over the occupied states and has further terms, among them one from the strain dependence of the overlap operator.

## Volume term

Expand det(1 + tA) over permutations. The identity permutation gives the product of the diagonal entries 1 + tA_ii, which is 1 + t tr A plus terms of order t² and higher. Every other permutation moves at least two indices and so carries at least two factors of t. Hence, for some polynomial p,

det(1 + tA) = 1 + t tr A + t² p(t).

The determinant has value 1 and derivative tr A at t = 0. Since x^(-1/2) has derivative -1/2 at x = 1,

N'(0) = -(1/2) tr A.

## Wavevector term

Put B = Aᵀ, so that q(t) = (1 + tB)⁻¹q. For small t the matrix 1 + tB is invertible. Applying its inverse to q + tBq = (1 + tB)q gives

q(t) + t (1 + tB)⁻¹Bq = q.

For t ≠ 0 this rearranges to

(q(t) - q)/t = -(1 + tB)⁻¹Bq.

The inverse is continuous at t = 0, so the right side tends to -Bq, and

q'(0) = -Aᵀq.

By the chain rule, F(q(t)) has derivative -DF(q)(Aᵀq) at t = 0. The product rule, with N(0) = 1 and q(0) = q, gives

Φ'(0) = N'(0) F(q) + N(0) (-DF(q)(Aᵀq))
= -(1/2) tr(A) F(q) - DF(q)(Aᵀq).

## Radial form factors

Let F(x) = f(x·x), where f has derivative f' at q·q. The differential of x·x at q is v ↦ 2q·v, so

DF(q)(v) = 2(q·v) f'.

Since q·Aᵀq = q·Aq, the strain derivative is

-(1/2) tr(A) f(q·q) - 2(q·Aq) f'.

No symmetry of A is needed. Among projectors of definite angular momentum, this covers the s projectors. For p, d and higher projectors F also depends on the direction of q, and the general formula applies.

## Projections and nonlocal energy

Let projector i have form factor F_i, differentiable at every q in G, and normalized strained form factor Φ_i(q,t). Its projection and strain derivative are

P_i(t) = Σ_{q∈G} c_q Φ_i(q,t),

P_i' = Σ_{q∈G} c_q [-(1/2) tr(A) F_i(q) - DF_i(q)(Aᵀq)].

The energy is E(t) = Σ_ij D_ij P_i(t)* P_j(t). Here D_ij are the entries of the coupling matrix, while the D in DF_i means the derivative. With the projections taken at t = 0, the product rule gives

E'(0) = Σ_ij D_ij (P_i')* P_j + Σ_ij D_ij P_i* P_j'.

Call the second sum S. Because D_ij* = D_ji,

S* = Σ_ij D_ji (P_j')* P_i,

which is the first sum with i and j exchanged. Therefore

E'(0) = S* + S = 2 Re Σ_ij D_ij P_i* P_j'.

## A form factor normalized by the full volume

The Fourier coefficient of a rigid local potential carries Ω⁻¹ instead of Ω^(-1/2). Write V for the Fourier transform of the potential, differentiable at q. The same argument by hand, with exponent -1, gives at t = 0

d/dt [det(1 + tA)⁻¹ V(q(t))] = -tr(A) V(q) - DV(q)(Aᵀq).

This variant is not among the theorems of the file below.

## The Lean file

```lean
import Mathlib

open Matrix Topology Filter

namespace PAWProjectorStress

noncomputable section

variable {ι : Type*} [Fintype ι] [DecidableEq ι]
variable {E : Type*} [NormedAddCommGroup E] [NormedSpace ℝ E]

/-- The wavevector `q` after the deformation `r ↦ (1 + t A) r` of real space. -/
def strainedWavevector (A : Matrix ι ι ℝ) (q : ι → ℝ) (t : ℝ) : ι → ℝ :=
  ((1 + t • A)ᵀ)⁻¹ *ᵥ q

/-- The factor `det (1 + t A) ^ (-1/2)` by which the normalization of a plane wave changes
when the cell is deformed. -/
def cellNormalization (A : Matrix ι ι ℝ) (t : ℝ) : ℝ :=
  (1 + t • A).det ^ (-(1 / 2) : ℝ)

/-- The form factor `F` at the strained image of the wavevector `q`, multiplied by the factor
`cellNormalization A t`. -/
def strainedFormFactor (F : (ι → ℝ) → E) (A : Matrix ι ι ℝ) (q : ι → ℝ) (t : ℝ) : E :=
  cellNormalization A t • F (strainedWavevector A q t)

/-- The plane-wave normalization changes at the rate `-(1/2) tr A` at zero strain. -/
theorem hasDerivAt_cellNormalization (A : Matrix ι ι ℝ) :
    HasDerivAt (cellNormalization A) (-(1 / 2) * A.trace) 0 := by
  -- the determinant is `1 + t tr A` up to a remainder of second order
  obtain ⟨p, hp⟩ : ∃ p : Polynomial ℝ, ∀ t : ℝ,
      (1 + t • A).det = 1 + A.trace * t + p.eval t * t ^ 2 :=
    ⟨_, fun t => Matrix.det_one_add_smul t A⟩
  have hd : HasDerivAt (fun t : ℝ => (1 + t • A).det) A.trace 0 := by
    rw [funext hp]
    have h := (((hasDerivAt_id' (0 : ℝ)).const_mul A.trace).const_add 1).fun_add
      ((p.hasDerivAt 0).fun_mul ((hasDerivAt_id' (0 : ℝ)).fun_pow 2))
    exact h.congr_deriv (by simp)
  have h := hd.rpow_const (p := (-(1 / 2) : ℝ)) (Or.inl (by simp))
  exact h.congr_deriv (by simp [mul_comm])

/-- The vector `(1 + t B)⁻¹ q` changes at the rate `-B q` at `t = 0`. -/
theorem hasDerivAt_inv_mulVec (B : Matrix ι ι ℝ) (q : ι → ℝ) :
    HasDerivAt (fun t : ℝ => (1 + t • B)⁻¹ *ᵥ q) (-(B *ᵥ q)) 0 := by
  have hc : Continuous fun t : ℝ => 1 + t • B :=
    continuous_const.add (continuous_id.smul continuous_const)
  have hdet : ∀ᶠ t : ℝ in 𝓝 0, (1 + t • B).det ≠ 0 :=
    hc.matrix_det.continuousAt.eventually_ne (by simp)
  have h0 : ∀ v : ι → ℝ, (1 + (0 : ℝ) • B)⁻¹ *ᵥ v = v := fun v => by simp
  -- the inverse is continuous at zero strain, by the adjugate formula
  have h : ContinuousAt (fun t : ℝ => (1 + t • B)⁻¹ *ᵥ (B *ᵥ q)) 0 := by
    have e : ∀ t : ℝ, (1 + t • B)⁻¹ *ᵥ (B *ᵥ q)
        = ((1 + t • B).det)⁻¹ • ((1 + t • B).adjugate *ᵥ (B *ᵥ q)) := fun t => by
      rw [Matrix.inv_def, Ring.inverse_eq_inv', Matrix.smul_mulVec]
    rw [funext e]
    exact (hc.matrix_det.continuousAt.inv₀ (by simp)).smul
      (hc.matrix_adjugate.matrix_mulVec continuous_const).continuousAt
  simp only [ContinuousAt, h0] at h
  rw [hasDerivAt_iff_tendsto_slope]
  refine (h.neg.mono_left nhdsWithin_le_nhds).congr' ?_
  filter_upwards [hdet.filter_mono nhdsWithin_le_nhds, self_mem_nhdsWithin] with t ht ht0
  have ht1 : t ≠ 0 := ht0
  -- the difference quotient equals `-(1 + t B)⁻¹ B q`
  have key : (1 + t • B)⁻¹ *ᵥ q + t • ((1 + t • B)⁻¹ *ᵥ (B *ᵥ q)) = q := by
    have e : q + t • (B *ᵥ q) = (1 + t • B) *ᵥ q := by
      rw [Matrix.add_mulVec, Matrix.one_mulVec, Matrix.smul_mulVec]
    rw [← Matrix.mulVec_smul, ← Matrix.mulVec_add, e, Matrix.mulVec_mulVec,
      Matrix.nonsing_inv_mul _ (isUnit_iff_ne_zero.mpr ht), Matrix.one_mulVec]
  have e : (1 + t • B)⁻¹ *ᵥ q - q = t • (-((1 + t • B)⁻¹ *ᵥ (B *ᵥ q))) := by
    linear_combination (norm := module) key
  rw [slope_def_module, h0, sub_zero, e, smul_smul, inv_mul_cancel₀ ht1, one_smul]

/-- Strain derivative of a normalized projector form factor, for an arbitrary
deformation matrix `A` in any dimension. -/
theorem hasDerivAt_strainedFormFactor (F : (ι → ℝ) → E) (A : Matrix ι ι ℝ) (q : ι → ℝ)
    (hF : DifferentiableAt ℝ F q) :
    HasDerivAt (strainedFormFactor F A q)
      ((-(1 / 2) * A.trace) • F q - fderiv ℝ F q (Aᵀ *ᵥ q)) 0 := by
  have hk : HasDerivAt (strainedWavevector A q) (-(Aᵀ *ᵥ q)) 0 := by
    have e : strainedWavevector A q = fun t : ℝ => (1 + t • Aᵀ)⁻¹ *ᵥ q := by
      funext t
      simp only [strainedWavevector, Matrix.transpose_add, Matrix.transpose_one,
        Matrix.transpose_smul]
    rw [e]
    exact hasDerivAt_inv_mulVec Aᵀ q
  have k0 : strainedWavevector A q 0 = q := by simp [strainedWavevector]
  have n0 : cellNormalization A 0 = 1 := by simp [cellNormalization]
  have hF0 : HasFDerivAt F (fderiv ℝ F q) (strainedWavevector A q 0) := by
    rw [k0]
    exact hF.hasFDerivAt
  -- chain rule for the wavevector, product rule for the normalization
  have h := (hasDerivAt_cellNormalization A).smul (hF0.comp_hasDerivAt (0 : ℝ) hk)
  refine HasDerivAt.congr_deriv h ?_
  simp only [Function.comp_apply, k0, n0, one_smul, map_neg]
  module

/-- For a symmetric strain in three dimensions the form factor is
`det (1 + t A) ^ (-1/2) F ((1 + t A)⁻¹ q)`, and its derivative at zero strain is
`-(1/2) tr(A) F(q) - DF(q)(A q)`. -/
theorem symmetric_strain (F : (Fin 3 → ℝ) → ℝ) (A : Matrix (Fin 3) (Fin 3) ℝ)
    (hA : A.IsSymm) (q : Fin 3 → ℝ) (hF : DifferentiableAt ℝ F q) :
    (∀ t, strainedFormFactor F A q t
      = (1 + t • A).det ^ (-(1 / 2) : ℝ) * F ((1 + t • A)⁻¹ *ᵥ q)) ∧
    HasDerivAt (strainedFormFactor F A q)
      (-(1 / 2) * A.trace * F q - fderiv ℝ F q (A *ᵥ q)) 0 := by
  constructor
  · intro t
    simp only [strainedFormFactor, cellNormalization, strainedWavevector,
      Matrix.transpose_add, Matrix.transpose_one, Matrix.transpose_smul, hA.eq, smul_eq_mul]
  · have h := hasDerivAt_strainedFormFactor F A q hF
    rw [hA.eq] at h
    exact h

/-- Strain derivative of a form factor `f(|q|²)` that depends only on the length of the
wavevector. -/
theorem hasDerivAt_radial (f : ℝ → E) (f' : E) (A : Matrix ι ι ℝ) (q : ι → ℝ)
    (hf : HasDerivAt f f' (q ⬝ᵥ q)) :
    HasDerivAt (strainedFormFactor (fun x => f (x ⬝ᵥ x)) A q)
      ((-(1 / 2) * A.trace) • f (q ⬝ᵥ q) - (2 * (q ⬝ᵥ A *ᵥ q)) • f') 0 := by
  -- the squared length has differential `v ↦ 2 q · v`
  obtain ⟨L, hL, hLv⟩ : ∃ L : (ι → ℝ) →L[ℝ] ℝ,
      HasFDerivAt (fun x : ι → ℝ => x ⬝ᵥ x) L q ∧ ∀ v, L v = 2 * (q ⬝ᵥ v) := by
    refine ⟨_, HasFDerivAt.fun_sum fun i _ =>
      (hasFDerivAt_apply i q).mul (hasFDerivAt_apply i q), fun v => ?_⟩
    simp [dotProduct, two_mul, Finset.sum_add_distrib]
  have hG : HasFDerivAt (fun x : ι → ℝ => f (x ⬝ᵥ x)) _ q :=
    HasFDerivAt.comp (f := fun x : ι → ℝ => x ⬝ᵥ x) q hf.hasFDerivAt hL
  have hv : ∀ v, fderiv ℝ (fun x : ι → ℝ => f (x ⬝ᵥ x)) q v = (2 * (q ⬝ᵥ v)) • f' := by
    intro v
    rw [hG.fderiv]
    simp [hLv]
  have e : q ⬝ᵥ Aᵀ *ᵥ q = q ⬝ᵥ A *ᵥ q := by
    rw [Matrix.dotProduct_mulVec, Matrix.vecMul_transpose, dotProduct_comm]
  refine (hasDerivAt_strainedFormFactor _ A q hG.differentiableAt).congr_deriv ?_
  rw [hv, e]

/-- Projection of a wavefunction on a projector with form factor `F`, in the deformed crystal. The
fixed coefficients `c` include the atomic phases and the constant plane-wave normalization of the
undeformed cell. -/
def projection (F : (ι → ℝ) → ℂ) (A : Matrix ι ι ℝ) (G : Finset (ι → ℝ))
    (c : (ι → ℝ) → ℂ) (t : ℝ) : ℂ :=
  ∑ q ∈ G, c q * strainedFormFactor F A q t

/-- The plane-wave sum of the strain derivatives of the form factor. -/
def projectionStrain (F : (ι → ℝ) → ℂ) (A : Matrix ι ι ℝ) (G : Finset (ι → ℝ))
    (c : (ι → ℝ) → ℂ) : ℂ :=
  ∑ q ∈ G, c q * ((-(1 / 2) * A.trace) • F q - fderiv ℝ F q (Aᵀ *ᵥ q))

/-- Strain derivative of the nonlocal energy `∑ D i j P_i* P_j` with a fixed Hermitian
coupling matrix `D` and fixed plane-wave coefficients. -/
theorem hasDerivAt_nonlocalEnergy {κ : Type*} [Fintype κ] (D : Matrix κ κ ℂ)
    (hD : D.IsHermitian) (F : κ → (ι → ℝ) → ℂ) (A : Matrix ι ι ℝ) (G : Finset (ι → ℝ))
    (c : (ι → ℝ) → ℂ) (hF : ∀ i, ∀ q ∈ G, DifferentiableAt ℝ (F i) q) :
    HasDerivAt (fun t => ∑ i, ∑ j, D i j *
        (star (projection (F i) A G c t) * projection (F j) A G c t))
      ((2 * (∑ i, ∑ j, D i j * (star (projection (F i) A G c 0) *
        projectionStrain (F j) A G c)).re : ℝ) : ℂ) 0 := by
  have hP : ∀ i, HasDerivAt (projection (F i) A G c) (projectionStrain (F i) A G c) 0 :=
    fun i => HasDerivAt.fun_sum fun q hq =>
      (hasDerivAt_strainedFormFactor (F i) A q (hF i q hq)).const_mul (c q)
  have h := HasDerivAt.fun_sum (u := Finset.univ) fun i _ =>
    HasDerivAt.fun_sum (u := Finset.univ) fun j _ =>
      ((hP i).star.fun_mul (hP j)).const_mul (D i j)
  refine HasDerivAt.congr_deriv h ?_
  -- Hermiticity makes the two product-rule terms complex conjugates
  have hT : ∑ i, ∑ j, D i j * (star (projectionStrain (F i) A G c) *
      projection (F j) A G c 0) = star (∑ i, ∑ j, D i j *
        (star (projection (F i) A G c 0) * projectionStrain (F j) A G c)) := by
    simp only [star_sum, star_mul', star_star]
    rw [Finset.sum_comm]
    refine Finset.sum_congr rfl fun x _ => Finset.sum_congr rfl fun y _ => ?_
    rw [hD.apply y x]
    ring
  simp only [mul_add, Finset.sum_add_distrib]
  rw [hT, add_comm]
  exact Complex.add_conj _

end

end PAWProjectorStress
```

```lean
#print axioms PAWProjectorStress.hasDerivAt_strainedFormFactor
#print axioms PAWProjectorStress.symmetric_strain
#print axioms PAWProjectorStress.hasDerivAt_radial
#print axioms PAWProjectorStress.hasDerivAt_nonlocalEnergy
```

```
'PAWProjectorStress.hasDerivAt_strainedFormFactor' depends on axioms: [propext, Classical.choice, Quot.sound]
'PAWProjectorStress.symmetric_strain' depends on axioms: [propext, Classical.choice, Quot.sound]
'PAWProjectorStress.hasDerivAt_radial' depends on axioms: [propext, Classical.choice, Quot.sound]
'PAWProjectorStress.hasDerivAt_nonlocalEnergy' depends on axioms: [propext, Classical.choice, Quot.sound]
```

## How the proof follows the calculation

`hasDerivAt_cellNormalization` takes the determinant expansion from `Matrix.det_one_add_smul`, with the remainder as a polynomial times t². Differentiating it gives `hd`, and `rpow_const` supplies the power rule, which applies because the determinant is 1 at zero strain.

`hasDerivAt_inv_mulVec` works with the difference quotient. `hdet` says that the determinant is nonzero near t = 0. The continuity statement `h` writes the inverse as the adjugate divided by the determinant, both of which are continuous in t. The identity `key` is the equation q(t) + t(1 + tB)⁻¹Bq = q, and the step `e` after it isolates the difference q(t) - q. Dividing by t turns the slope into the expression whose limit `h` provides.

In `hasDerivAt_strainedFormFactor`, `hk` applies that lemma to Aᵀ. The facts `k0` and `n0` are q(0) = q and N(0) = 1. `comp_hasDerivAt` is the chain rule and `smul` the product rule; `module` then matches the two terms with the stated formula. `symmetric_strain` replaces Aᵀ by A using `hA.eq`.

`hasDerivAt_radial` builds the differential `L` of the squared length coordinate by coordinate and composes it with the derivative of f. Its final `e` is q·Aᵀq = q·Aq.

In `hasDerivAt_nonlocalEnergy`, `hP` differentiates each projection term by term, and `h` applies the product rule to the double sum. `hT` is the conjugation step: it exchanges the summation indices and uses `hD.apply`, the Hermiticity of D. `Complex.add_conj` then turns S + S* into twice the real part.
